# For positive stiffnesses, the least energy ∑ c_k d_k² at total twist θ is θ² / ∑ 1/c_k

Hold the planar spins at the core of a magnet in one direction, and hold those on a distant concentric surface at an angle θ to it. Suppose that the material between makes up this angle by a net turn of θ, with no extra full turns. It can spread the turn over many layers. In two or more dimensions the outer layers contain more bonds and are stiffer, so they are expensive to twist, but there are more and more of them as the outer surface recedes. Does the cost of the twist fade away, or does some of it remain however large the sample is?

Consider a model in which the direction is uniform on each of a sequence of concentric surfaces. Shell k, with k = 0, 1, 2, …, is the layer between two successive surfaces, and d_k is the change of angle across it. The shell stores the energy c_k d_k², where the stiffness c_k > 0 stands for the combined coupling of the bonds that cross the layer. This harmonic law describes small angle differences. With n ≥ 1 shells, the energy and the constraint are

E = ∑_{k<n} c_k d_k²,  ∑_{k<n} d_k = θ.

The least energy is θ² divided by the compliance

S_n = ∑_{k<n} 1/c_k,

and for θ ≠ 0 it tends to zero as n grows exactly when the series of 1/c_k diverges.

## Equal torque gives the minimum

At a stationary point of E under the constraint, the torques 2c_k d_k are all equal. Write their common value as 2a, so that d_k = a/c_k. The constraint then gives a S_n = θ, and the candidate is

d*_k = θ / (S_n c_k).

Completing the square shows that this candidate is a minimum. For any real a and any d with total twist θ,

∑_{k<n} c_k (d_k − a/c_k)² = ∑_{k<n} (c_k d_k² − 2a d_k + a²/c_k) = E − 2aθ + a² S_n.

Put a = θ/S_n. The last two terms become −2θ²/S_n + θ²/S_n = −θ²/S_n, and therefore

E = θ²/S_n + ∑_{k<n} c_k (d_k − d*_k)².

The remaining sum is nonnegative. Since every c_k is positive, it vanishes only if d_k = d*_k for every k < n. The minimum is thus θ²/S_n, attained by d* and by no other distribution over these shells.

For a single shell there is nothing to distribute: d_0 = θ, and the formula returns θ²/(1/c_0) = c_0 θ².

For three shells with stiffnesses 1, 2, 3 and θ = 1.1, the compliance is 1 + 1/2 + 1/3 = 11/6, so a = 0.6. The optimal twists are 0.6, 0.3 and 0.2, and their energy is

1·0.36 + 2·0.09 + 3·0.04 = 0.66 = 1.21 / (11/6).

An equal division, with 1.1/3 in each shell, costs 6·(1.1/3)² ≈ 0.807.

## Where the cost survives in a large sample

The compliances S_n increase with n. If the series of 1/c_k converges to S, then S > 0 and the minimal energy tends to θ²/S, which is positive for θ ≠ 0. If the series diverges, S_n grows without bound and θ²/S_n tends to zero. For θ = 0 the minimum is zero throughout, whatever the stiffnesses, which is why the equivalence needs θ ≠ 0.

Suppose now that the stiffness grows like the area of a sphere in p + 1 dimensions:

c_k = J (k+1)^p,  J > 0.

Here J is the stiffness of the innermost shell. The series of 1/(k+1)^p diverges exactly for p ≤ 1, so the cost vanishes in one and two dimensions and survives in three or more. The first three cases differ in character:

- p = 0: the minimum is Jθ²/n.
- p = 1: the minimum is Jθ²/(1 + 1/2 + … + 1/n), which decreases only logarithmically.
- p = 2: the minimum tends to 6Jθ²/π², because the inverse squares add up to π²/6.

Two dimensions is also the threshold in the Mermin–Wagner theorem, which concerns order at positive temperature. The present model has no temperature, and passing from a cheap twist to the loss of order requires an argument about fluctuations that is not given here.

In a simulation of planar spins with a pinned core and a rotated outer boundary, θ²/S_n can serve as a reference for the relaxed energy above that of the aligned state, provided that the net turn is θ, each surface turns as a unit and the angle differences stay in the harmonic range.

## Twists, energies and the infimum in Lean

The development works with real numbers and finite sums.

```lean
import Mathlib

open Filter Topology Finset

namespace RadialTwist

noncomputable section
```

Stiffnesses and twists are functions `ℕ → ℝ`, and `range n` selects the indices 0 to n − 1. The energy carries no factor 1/2, so a spring constant K in the convention ½Kd² corresponds to c = K/2. The twists are real numbers and are not identified modulo 2π: a total twist of 2π is different from no twist.

```lean
/-- The elastic energy of the relative twists `d k` in the first `n` shells,
with stiffnesses `c k`. -/
def twistEnergy (c d : ℕ → ℝ) (n : ℕ) : ℝ := ∑ k ∈ range n, c k * d k ^ 2
```

The compliance is S_n.

```lean
/-- The total compliance of the first `n` shells: the sum of their inverse stiffnesses. -/
def compliance (c : ℕ → ℝ) (n : ℕ) : ℝ := ∑ k ∈ range n, 1 / c k
```

The next set collects every energy that some distribution with total twist θ can have. The constraint is the first condition in the braces.

```lean
/-- The energies of all distributions of a total twist `θ` over the first `n` shells. -/
def admissibleEnergies (c : ℕ → ℝ) (θ : ℝ) (n : ℕ) : Set ℝ :=
  {E | ∃ d : ℕ → ℝ, ∑ k ∈ range n, d k = θ ∧ twistEnergy c d n = E}
```

The minimal energy is the infimum of this set. The closed formula does not enter the definition, so it has to be proved.

```lean
/-- The infimum of the energy over all distributions of a total twist `θ`. -/
def minTwistEnergy (c : ℕ → ℝ) (θ : ℝ) (n : ℕ) : ℝ := sInf (admissibleEnergies c θ n)
```

For n = 0 and θ ≠ 0 the set is empty and Lean assigns the infimum the value 0; the finite theorems require `0 < n`, and a limit in n ignores one term.

The candidate d*_k is written as a quotient of a quotient, with a = θ/S_n first and the division by c_k second.

```lean
/-- The distribution in which each shell twists in proportion to its inverse stiffness. -/
def optimalTwist (c : ℕ → ℝ) (θ : ℝ) (n k : ℕ) : ℝ := θ / compliance c n / c k
```

## The completed square

The hypothesis `hc` says that every stiffness is positive. It covers the whole sequence, although for fixed n only the first n values matter. The first lemma says that S_n > 0: it is a sum of positive terms, and index 0 shows that the sum is not empty.

```lean
variable {c d : ℕ → ℝ} {θ : ℝ} {n : ℕ}

/-- A nonempty stack of shells with positive stiffnesses has positive compliance. -/
theorem compliance_pos (hc : ∀ k, 0 < c k) (hn : 0 < n) : 0 < compliance c n :=
  Finset.sum_pos (fun k _ => one_div_pos.2 (hc k)) ⟨0, mem_range.2 hn⟩
```

The candidate must satisfy the constraint. The auxiliary statement `h` pulls the factor a out of the sum, ∑ a/c_k = a S_n. With a = θ/S_n, the positive compliance cancels.

```lean
/-- The twists of the proposed optimal distribution add up to `θ`. -/
theorem sum_optimalTwist (hc : ∀ k, 0 < c k) (hn : 0 < n) :
    ∑ k ∈ range n, optimalTwist c θ n k = θ := by
  have h : ∀ a : ℝ, ∑ k ∈ range n, a / c k = a * compliance c n := by
    intro a
    rw [compliance, Finset.mul_sum]
    exact Finset.sum_congr rfl (fun k _ => by ring)
  exact (h _).trans (div_mul_cancel₀ θ (compliance_pos hc hn).ne')
```

The central identity follows the calculation by hand. Here `h` is the expansion of the square for arbitrary a, proved term by term: `field_simp` clears the denominators c_k, which are nonzero by `hk`, and `ring` compares the polynomials.

The equation `key` is the case a = θ/S_n, with the sum of the twists replaced by θ. The equation `e` is a S_n = θ, and `linear_combination` joins the two into the claimed identity.

```lean
/-- The energy of any distribution of the twist `θ` is `θ²` over the compliance, plus the
elastic energy of its deviation from the optimal distribution. -/
theorem twistEnergy_eq_add_deviation (hc : ∀ k, 0 < c k) (hn : 0 < n)
    (hd : ∑ k ∈ range n, d k = θ) :
    twistEnergy c d n = θ ^ 2 / compliance c n
      + ∑ k ∈ range n, c k * (d k - optimalTwist c θ n k) ^ 2 := by
  -- expand the square for an arbitrary real number `a`
  have h : ∀ a : ℝ, ∑ k ∈ range n, c k * (d k - a / c k) ^ 2
      = twistEnergy c d n - 2 * a * ∑ k ∈ range n, d k + a ^ 2 * compliance c n := by
    intro a
    rw [twistEnergy, compliance, Finset.mul_sum, Finset.mul_sum,
      ← Finset.sum_sub_distrib, ← Finset.sum_add_distrib]
    refine Finset.sum_congr rfl (fun k _ => ?_)
    have hk := (hc k).ne'
    field_simp
    ring
  -- insert the value of `a` for which the twists `a / c k` add up to `θ`
  have key := h (θ / compliance c n)
  rw [hd] at key
  have e : θ / compliance c n * compliance c n = θ :=
    div_mul_cancel₀ θ (compliance_pos hc hn).ne'
  unfold optimalTwist
  linear_combination (-(θ / compliance c n)) * e - key
```

## The attained minimum and its uniqueness

`IsLeast` has two parts: the value belongs to the set, and no member of the set is smaller. For the first part the proof supplies `optimalTwist`, whose deviation from itself is zero, so that only θ²/S_n remains in the identity. For the second it takes an arbitrary admissible distribution and discards the nonnegative sum of deviations.

```lean
/-- The least energy of a total twist `θ` over `n` shells is `θ²` divided by the sum of
the inverse stiffnesses, and it is attained. -/
theorem isLeast_twistEnergy (hc : ∀ k, 0 < c k) (hn : 0 < n) :
    IsLeast (admissibleEnergies c θ n) (θ ^ 2 / ∑ k ∈ range n, 1 / c k) := by
  change IsLeast _ (θ ^ 2 / compliance c n)
  constructor
  · refine ⟨optimalTwist c θ n, sum_optimalTwist hc hn, ?_⟩
    rw [twistEnergy_eq_add_deviation hc hn (sum_optimalTwist hc hn)]
    simp
  · rintro E ⟨d, hd, rfl⟩
    rw [twistEnergy_eq_add_deviation hc hn hd]
    exact le_add_of_nonneg_right
      (Finset.sum_nonneg fun k _ => mul_nonneg (hc k).le (sq_nonneg _))
```

The next theorem settles which distributions reach the minimum. A function `d : ℕ → ℝ` also has values beyond the stack, on which the energy does not depend, so the conclusion speaks only of k < n.

In the forward direction, equality of the energies makes the sum of deviations zero. A zero sum of nonnegative terms has only zero terms, and since c_k ≠ 0 the squared deviation itself must vanish. The converse inserts the optimal twists into the identity.

```lean
/-- A distribution of the twist `θ` has the least energy exactly when every shell carries
its optimal twist. -/
theorem twistEnergy_eq_min_iff (hc : ∀ k, 0 < c k) (hn : 0 < n)
    (hd : ∑ k ∈ range n, d k = θ) :
    twistEnergy c d n = θ ^ 2 / compliance c n ↔ ∀ k < n, d k = optimalTwist c θ n k := by
  have e := twistEnergy_eq_add_deviation hc hn hd
  constructor
  · intro h k hk
    -- a vanishing sum of nonnegative deviations vanishes term by term
    have h0 : ∑ k ∈ range n, c k * (d k - optimalTwist c θ n k) ^ 2 = 0 := by linarith
    have h1 := (Finset.sum_eq_zero_iff_of_nonneg
      (fun k _ => mul_nonneg (hc k).le (sq_nonneg _))).1 h0 k (mem_range.2 hk)
    rcases mul_eq_zero.1 h1 with h2 | h2
    · exact absurd h2 (hc k).ne'
    · exact sub_eq_zero.1 ((pow_eq_zero_iff two_ne_zero).1 h2)
  · intro h
    have h0 : ∑ k ∈ range n, c k * (d k - optimalTwist c θ n k) ^ 2 = 0 :=
      Finset.sum_eq_zero (fun k hk => by rw [h k (mem_range.1 hk)]; ring)
    linarith
```

## The limit of many shells

`Summable` expresses convergence of the series of inverse stiffnesses, and `∑'` denotes its total. `Tendsto … atTop (𝓝 x)` says that the sequence converges to x as n increases.

In the convergent case the total is positive, because all terms are nonnegative and the term with index 0 is positive. Partial sums tend to the total, and division preserves the limit. This proves convergence for the closed formula. To transfer it to the infimum, the last lines use `csInf_eq`: a least element of a set is its infimum. This holds for every n > 0, which is enough for a limit.

```lean
/-- If the inverse stiffnesses are summable, the minimal twist energy converges to `θ²`
divided by their total. -/
theorem tendsto_minTwistEnergy_of_summable (hc : ∀ k, 0 < c k)
    (hs : Summable fun k => 1 / c k) :
    Tendsto (minTwistEnergy c θ) atTop (𝓝 (θ ^ 2 / ∑' k, 1 / c k)) := by
  have hpos : 0 < ∑' k, 1 / c k :=
    hs.tsum_pos (fun k => (one_div_pos.2 (hc k)).le) 0 (one_div_pos.2 (hc 0))
  have hlim : Tendsto (fun n => θ ^ 2 / ∑ k ∈ range n, 1 / c k) atTop
      (𝓝 (θ ^ 2 / ∑' k, 1 / c k)) :=
    tendsto_const_nhds.div hs.hasSum.tendsto_sum_nat hpos.ne'
  refine hlim.congr' ?_
  filter_upwards [eventually_gt_atTop 0] with n hn
  exact (isLeast_twistEnergy hc hn).csInf_eq.symm
```

The equivalence combines both cases. Suppose first that the minimal energy tends to zero while the series converges. Limits are unique, so θ²/S would be zero, but it is positive for θ ≠ 0. Conversely, if a series with nonnegative terms is not summable, its partial sums tend to infinity. The constant θ² divided by them then tends to zero, and the infimum follows as before.

```lean
/-- For a nonzero total twist, the minimal energy tends to zero with the number of shells
if and only if the series of inverse stiffnesses diverges. -/
theorem tendsto_minTwistEnergy_zero_iff (hc : ∀ k, 0 < c k) (hθ : θ ≠ 0) :
    Tendsto (minTwistEnergy c θ) atTop (𝓝 0) ↔ ¬ Summable fun k => 1 / c k := by
  constructor
  · intro h hs
    -- a finite total compliance leaves a positive limiting energy
    have hu := tendsto_nhds_unique h (tendsto_minTwistEnergy_of_summable hc hs)
    have hpos : 0 < ∑' k, 1 / c k :=
      hs.tsum_pos (fun k => (one_div_pos.2 (hc k)).le) 0 (one_div_pos.2 (hc 0))
    have hE : 0 < θ ^ 2 / ∑' k, 1 / c k := div_pos (by positivity) hpos
    linarith
  · intro hs
    have hS := (not_summable_iff_tendsto_nat_atTop_of_nonneg
      (fun k => (one_div_pos.2 (hc k)).le)).1 hs
    refine (hS.const_div_atTop (θ ^ 2)).congr' ?_
    filter_upwards [eventually_gt_atTop 0] with n hn
    exact (isLeast_twistEnergy hc hn).csInf_eq.symm
```

## Stiffness growing like the area of a sphere

The last theorem applies the criterion to c_k = J (k+1)^p with a natural number p. The dimension enters only through this power law, which is an assumption about the stiffnesses and is not derived from a lattice.

The proof reduces the series to the known one of 1/n^p, which converges exactly for p > 1. Step `h1` shifts the index by one, which does not affect convergence, and `h2` removes the nonzero factor 1/J. Step `h3` identifies the inverse stiffnesses with the terms of that series. Together they give `e`, summability exactly for 1 < p, and its negation is p ≤ 1.

```lean
/-- For shell stiffnesses `J * (k + 1) ^ p` with `J > 0`, the minimal energy of a nonzero total
twist tends to zero with the number of shells if and only if `p ≤ 1`. -/
theorem tendsto_minTwistEnergy_power_iff {J : ℝ} (hJ : 0 < J) (hθ : θ ≠ 0) (p : ℕ) :
    Tendsto (minTwistEnergy (fun k => J * ((k : ℝ) + 1) ^ p) θ) atTop (𝓝 0) ↔ p ≤ 1 := by
  have hc : ∀ k : ℕ, 0 < J * ((k : ℝ) + 1) ^ p := fun k => by positivity
  -- compare with the shifted series of inverse powers
  have h1 := (summable_nat_add_iff (f := fun n : ℕ => 1 / (n : ℝ) ^ p) 1).trans
    Real.summable_one_div_nat_pow
  have h2 : (Summable fun k : ℕ => J⁻¹ * (1 / ((k + 1 : ℕ) : ℝ) ^ p)) ↔
      Summable fun k : ℕ => 1 / ((k + 1 : ℕ) : ℝ) ^ p :=
    summable_mul_left_iff (inv_ne_zero hJ.ne')
  have h3 : (fun k : ℕ => 1 / (J * ((k : ℝ) + 1) ^ p))
      = fun k : ℕ => J⁻¹ * (1 / ((k + 1 : ℕ) : ℝ) ^ p) := by
    funext k
    push_cast
    rw [one_div, mul_inv, one_div]
  have e : (Summable fun k : ℕ => 1 / (J * ((k : ℝ) + 1) ^ p)) ↔ 1 < p := by
    rw [h3]
    exact h2.trans h1
  exact (tendsto_minTwistEnergy_zero_iff hc hθ).trans ((not_congr e).trans not_lt)

end

end RadialTwist
```

```lean
#print axioms RadialTwist.isLeast_twistEnergy
#print axioms RadialTwist.twistEnergy_eq_min_iff
#print axioms RadialTwist.tendsto_minTwistEnergy_power_iff
```

```
'RadialTwist.isLeast_twistEnergy' depends on axioms: [propext, Classical.choice, Quot.sound]
'RadialTwist.twistEnergy_eq_min_iff' depends on axioms: [propext, Classical.choice, Quot.sound]
'RadialTwist.tendsto_minTwistEnergy_power_iff' depends on axioms: [propext, Classical.choice, Quot.sound]
```
